# Ground-state hydrogen's fourth-order Stark coefficient, −3555/64, from the first- and second-order states

**Q:** To test a finite-field program, I compute hydrogen's ground-state energy at several weak fields $F$, fit an even polynomial in $F$, and compare the $F^4$ coefficient with $-3555/64$ atomic units. Where does that number come from?

**A:** From perturbation theory for one nonrelativistic electron and a fixed nucleus, so the comparison tests your basis and fit for that model only. Take $H+FV$ with $H=-\frac12\nabla^2-\frac1r$, $V=rx$ and $x=\cos\theta$, where $\theta$ is the angle from the field axis, and let $\psi_n$, $E_n$ be the order-$n$ states and energies. Parity removes the odd energies, so

$$(H-E_0)\psi_1=-V\psi_0,\qquad (H-E_0)\psi_2=E_2\psi_0-V\psi_1,$$
$$(H-E_0)\psi_3=E_2\psi_1-V\psi_2,\qquad (H-E_0)\psi_4=E_4\psi_0+E_2\psi_2-V\psi_3.$$

Projecting the second and fourth equations on $\psi_0$ gives $E_2=\langle\psi_0|V\psi_1\rangle$ and $E_4=\langle\psi_0|V\psi_3\rangle-E_2\langle\psi_0|\psi_2\rangle$. By symmetry and the first and third equations,

$$\langle\psi_0|V\psi_3\rangle=-\langle\psi_1|(H-E_0)\psi_3\rangle=\langle\psi_1|V\psi_2\rangle-E_2\langle\psi_1|\psi_1\rangle .$$

Hence $E_4=\langle\psi_1|V\psi_2\rangle-E_2(\langle\psi_1|\psi_1\rangle+\langle\psi_0|\psi_2\rangle)$.

**Q:** And the states?

**A:** Write $\psi_n=\psi_0f_n$ with $\psi_0=e^{-r}/\sqrt\pi$. For $f=g(r)P_l(x)$, with $P_l$ the Legendre polynomial, $(H-E_0)\psi_0f=-\psi_0P_lL_lg$, where

$$L_lg=\frac{g''}2+\frac{g'}r-\frac{l(l+1)g}{2r^2}-g',\qquad L_lr^n=\frac{n(n+1)-l(l+1)}2r^{n-2}-nr^{n-1}.$$

First order requires $L_1u=-r$ with $f_1=-ux$, which $u=r+r^2/2$ solves. The radial mean $\langle h\rangle=4\int_0^\infty r^2h\,e^{-2r}dr$ gives $\langle r^n\rangle=(n+2)!/2^{n+1}$, so $E_2=-\langle ru\rangle/3=-9/4$.

At second order, $x^2=\frac13+\frac23P_2$ splits $f_2=g_0+g_2P_2$ into

$$L_0g_0=\tfrac94-\tfrac{ru}3,\qquad L_2g_2=-\tfrac{2ru}3.$$

Matching powers from the top down yields

$$g_0=c+\tfrac34r^2+\tfrac14r^3+\tfrac1{24}r^4,\qquad g_2=\tfrac58r^2+\tfrac5{12}r^3+\tfrac1{12}r^4,$$

with $c$ free. The angular averages of $x^2$ and $x^2P_2$ are $1/3$ and $2/15$, so

$$E_4=-\frac{\langle rug_0\rangle}3-\frac{2\langle rug_2\rangle}{15}+\frac94\left(\frac{\langle u^2\rangle}3+\langle g_0\rangle\right).$$

The four means are $\frac{1185}8+\frac{27}4c$, $\frac{14235}{64}$, $\frac{129}8$ and $\frac{81}{16}+c$. The terms in $c$ cancel, leaving

$$E_4=-\frac{395}8-\frac{949}{32}+\frac{1503}{64}=-\frac{3555}{64}.$$

**Q:** Does the Lean file derive the energy formula, or just declare it?

**A:** It derives it for any real inner product space. `EvenSeries` lists the assumptions: the five equations through fourth order, a normalised `ψ 0`, vanishing odd energies, and operators symmetric on a set `D` containing the states. The set matters because $H$ and $V$ are unbounded for hydrogen.

```lean
import Mathlib

open Polynomial MeasureTheory

namespace HydrogenStark

noncomputable section

/-- A perturbation series through fourth order for `H + F V`, with vanishing odd energies,
normalised zeroth-order state, and operators symmetric on a domain `D` containing the states. -/
structure EvenSeries {E : Type*} [NormedAddCommGroup E] [InnerProductSpace ℝ E]
    (D : Set E) (H V : E → E) (ψ : Fin 5 → E) (e₀ e₂ e₄ : ℝ) : Prop where
  symmH : ∀ x ∈ D, ∀ y ∈ D, inner ℝ (H x) y = inner ℝ x (H y)
  symmV : ∀ x ∈ D, ∀ y ∈ D, inner ℝ (V x) y = inner ℝ x (V y)
  mem : ∀ n, ψ n ∈ D
  unit : inner ℝ (ψ 0) (ψ 0) = (1 : ℝ)
  order0 : H (ψ 0) = e₀ • ψ 0
  order1 : H (ψ 1) + V (ψ 0) = e₀ • ψ 1
  order2 : H (ψ 2) + V (ψ 1) = e₀ • ψ 2 + e₂ • ψ 0
  order3 : H (ψ 3) + V (ψ 2) = e₀ • ψ 3 + e₂ • ψ 1
  order4 : H (ψ 4) + V (ψ 3) = e₀ • ψ 4 + e₂ • ψ 2 + e₄ • ψ 0
```

The proof takes the same projections as above, and `linarith` combines them.

```lean
/-- For a perturbation series with vanishing odd energies, the second- and fourth-order
energies follow from the states through second order. -/
theorem fourth_order_energy {E : Type*} [NormedAddCommGroup E] [InnerProductSpace ℝ E]
    {D : Set E} {H V : E → E} {ψ : Fin 5 → E} {e₀ e₂ e₄ : ℝ}
    (h : EvenSeries D H V ψ e₀ e₂ e₄) :
    e₂ = inner ℝ (ψ 0) (V (ψ 1)) ∧
    e₄ = inner ℝ (ψ 1) (V (ψ 2)) - e₂ * (inner ℝ (ψ 1) (ψ 1) + inner ℝ (ψ 0) (ψ 2)) := by
  -- project orders 2 and 4 on `ψ 0`; project order 1 on `ψ 3` and order 3 on `ψ 1`,
  -- so that the terms in `ψ 3` cancel when the equations are combined
  have a1 := congrArg (fun v => inner ℝ v (ψ 3)) h.order1
  have a2 := congrArg (fun v => inner ℝ (ψ 0) v) h.order2
  have a3 := congrArg (fun v => inner ℝ (ψ 1) v) h.order3
  have a4 := congrArg (fun v => inner ℝ (ψ 0) v) h.order4
  have s2 := h.symmH _ (h.mem 0) _ (h.mem 2)
  have s4 := h.symmH _ (h.mem 0) _ (h.mem 4)
  have s3 := h.symmH _ (h.mem 1) _ (h.mem 3)
  have v3 := h.symmV _ (h.mem 0) _ (h.mem 3)
  rw [h.order0, real_inner_smul_left] at s2 s4
  simp only [inner_add_left, inner_add_right, real_inner_smul_left,
    real_inner_smul_right, h.unit] at a1 a2 a3 a4
  constructor <;> linarith
```

A two-level system satisfies every assumption.

```lean
/-- A two-level system with unit gap and unit coupling has such a series, with second-order
energy `-1` and fourth-order energy `1`. -/
theorem fourth_order_energy_witness :
    EvenSeries (E := EuclideanSpace ℝ (Fin 2)) Set.univ
      (fun x => !₂[0, x.ofLp 1]) (fun x => !₂[x.ofLp 1, x.ofLp 0])
      ![!₂[1, 0], !₂[0, -1], 0, !₂[0, 1], 0] 0 (-1) 1 := by
  constructor
  · intro x _ y _
    simp [PiLp.inner_apply, Fin.sum_univ_two]
  · intro x _ y _
    simp [PiLp.inner_apply, Fin.sum_univ_two]
    ring
  · intro n
    trivial
  · rw [PiLp.inner_apply, Fin.sum_univ_two]
    simp
  all_goals
    ext i
    fin_cases i <;> simp
```

**Q:** Where does hydrogen enter?

**A:** Through these definitions. `radialOp` is $L_l$, `dipole` is $u$, and `monopole` and `quadrupole` are $g_0$ at $c=0$ and $g_2$. `stateMean` averages over $x$ and then over $r$ with the ground-state density. `psi1` and `psi2` are the factors $f_1$ and $f_2$, without $\psi_0$.

```lean
/-- The radial operator of angular momentum `l` acting on the polynomial factor `g` of
`g(r) exp(-r)`, for `r ≠ 0`. -/
def radialOp (l : ℕ) (g : ℝ[X]) (r : ℝ) : ℝ :=
  (derivative (derivative g)).eval r / 2 + (derivative g).eval r / r
    - l * (l + 1) * g.eval r / (2 * r ^ 2) - (derivative g).eval r

/-- The dipole polynomial `u = r + r²/2`. -/
def dipole : ℝ[X] := X + C (1 / 2) * X ^ 2

/-- The monopole polynomial `3r²/4 + r³/4 + r⁴/24`. -/
def monopole : ℝ[X] := C (3 / 4) * X ^ 2 + C (1 / 4) * X ^ 3 + C (1 / 24) * X ^ 4

/-- The quadrupole polynomial `5r²/8 + 5r³/12 + r⁴/12`. -/
def quadrupole : ℝ[X] := C (5 / 8) * X ^ 2 + C (5 / 12) * X ^ 3 + C (1 / 12) * X ^ 4

/-- The radial mean `⟨h⟩` in the hydrogen ground state. -/
def radialMean (h : ℝ → ℝ) : ℝ :=
  4 * ∫ r in Set.Ioi (0 : ℝ), r ^ 2 * h r * Real.exp (-2 * r)

/-- The ground-state mean of a function of `r` and `x = cos θ`. -/
def stateMean (F : ℝ → ℝ → ℝ) : ℝ :=
  radialMean fun r => (∫ x in (-1 : ℝ)..1, F r x) / 2

/-- The first-order state divided by the ground state, `-u(r) cos θ`. -/
def psi1 (r x : ℝ) : ℝ := -dipole.eval r * x

/-- The function `g₀(r) + g₂(r) P₂(cos θ)`, which is the second-order state divided by the ground
state when `g₀` and `g₂` solve the second-order radial equations. -/
def psi2 (g₀ g₂ : ℝ[X]) (r x : ℝ) : ℝ := g₀.eval r + g₂.eval r * ((3 * x ^ 2 - 1) / 2)

/-- The second-order Stark energy `⟨ψ₀|V ψ₁⟩` with `V = r cos θ`. -/
def energy2 : ℝ := stateMean fun r x => r * x * psi1 r x

/-- The expression `⟨ψ₁|V ψ₂⟩ - E₂ (⟨ψ₁|ψ₁⟩ + ⟨ψ₀|ψ₂⟩)`, which is the fourth-order Stark energy when
`g₀` and `g₂` solve the second-order radial equations. -/
def energy4 (g₀ g₂ : ℝ[X]) : ℝ :=
  stateMean (fun r x => psi1 r x * (r * x) * psi2 g₀ g₂ r x)
    - energy2 * (stateMean (fun r x => psi1 r x ^ 2) + stateMean (psi2 g₀ g₂))
```

The final theorem says that `energy4 g₀ g₂` is $-3555/64$ whenever the polynomials `g₀` and `g₂` solve their equations for all $r>0$.

**Q:** So `energy4` is a definition after all.

**A:** For hydrogen, yes: it copies the general formula. The file does not construct hydrogen's third- and fourth-order states or verify `EvenSeries` for them, and the separation into radial equations is the calculation I gave you. Nor does it treat convergence of the series or field ionisation.

**Q:** How are the integrals handled?

**A:** `radialMean_septic` obtains the moments from Gamma integrals and adds them term by term. `stateMean_even` does the angular integral with an explicit antiderivative.

```lean
/-- The radial mean of a polynomial of degree at most seven without linear term. -/
theorem radialMean_septic (h : ℝ → ℝ) (a b c d e f g : ℝ)
    (hh : ∀ r, h r = a + b * r ^ 2 + c * r ^ 3 + d * r ^ 4 + e * r ^ 5 + f * r ^ 6 + g * r ^ 7) :
    radialMean h = a + 3 * b + 15 / 2 * c + 45 / 2 * d + 315 / 4 * e + 315 * f
      + 2835 / 2 * g := by
  let μ := volume.restrict (Set.Ioi (0 : ℝ))
  -- the moments are Gamma integrals
  have I (n : ℕ) : ∫ r, r ^ n * Real.exp (-2 * r) ∂μ = n.factorial / 2 ^ (n + 1) := by
    have k := Real.integral_rpow_mul_exp_neg_mul_Ioi (a := (n : ℝ) + 1) (r := 2)
      (by positivity) (by norm_num)
    have p : (1 / 2 : ℝ) ^ ((n : ℝ) + 1) = 1 / 2 ^ (n + 1) := by
      rw [← Nat.cast_succ, Real.rpow_natCast, one_div_pow]
    rw [Real.Gamma_nat_eq_factorial, p] at k
    simp only [add_sub_cancel_right, Real.rpow_natCast] at k
    simp only [neg_mul]
    exact k.trans (by ring)
  have T (n : ℕ) (t : ℝ) : Integrable (fun r => t * (r ^ n * Real.exp (-2 * r))) μ ∧
      ∫ r, t * (r ^ n * Real.exp (-2 * r)) ∂μ = t * (n.factorial / 2 ^ (n + 1)) := by
    refine ⟨Integrable.const_mul ?_ t, by rw [integral_const_mul, I]⟩
    by_contra hn
    have z := integral_undef hn
    rw [I] at z
    have hp : (n.factorial : ℝ) / 2 ^ (n + 1) ≠ 0 := by positivity
    exact hp z
  have A {p q : ℝ → ℝ} {v w : ℝ} (hp : Integrable p μ ∧ ∫ r, p r ∂μ = v)
      (hq : Integrable q μ ∧ ∫ r, q r ∂μ = w) :
      Integrable (fun r => p r + q r) μ ∧ ∫ r, (p r + q r) ∂μ = v + w :=
    ⟨hp.1.add hq.1, by rw [integral_add hp.1 hq.1, hp.2, hq.2]⟩
  have t := (A (A (A (A (A (A (T 2 a) (T 4 b)) (T 5 c)) (T 6 d)) (T 7 e)) (T 8 f)) (T 9 g)).2
  have s : ∫ r, r ^ 2 * h r * Real.exp (-2 * r) ∂μ = _ :=
    Eq.trans (by
      congr 1
      funext r
      rw [hh]
      ring) t
  change 4 * (∫ r, r ^ 2 * h r * Real.exp (-2 * r) ∂μ) = _
  rw [s]
  norm_num [Nat.factorial]
  ring

/-- The ground-state mean of a function even and quartic in `cos θ` is a radial mean. -/
theorem stateMean_even (F : ℝ → ℝ → ℝ) (a b c : ℝ → ℝ)
    (h : ∀ r x, F r x = a r + b r * x ^ 2 + c r * x ^ 4) :
    stateMean F = radialMean fun r => a r + b r / 3 + c r / 5 := by
  unfold stateMean
  congr 1
  funext r
  simp only [h]
  have d (x : ℝ) : HasDerivAt (fun x => a r * x + b r / 3 * x ^ 3 + c r / 5 * x ^ 5)
      (a r + b r * x ^ 2 + c r * x ^ 4) x :=
    ((((hasDerivAt_id' x).const_mul (a r)).fun_add
      ((hasDerivAt_pow 3 x).const_mul (b r / 3))).fun_add
      ((hasDerivAt_pow 5 x).const_mul (c r / 5))).congr_deriv (by push_cast; ring)
  rw [intervalIntegral.integral_eq_sub_of_hasDerivAt (fun x _ => d x)
    (Continuous.intervalIntegrable (by fun_prop) _ _)]
  ring
```

**Q:** Could another polynomial solution change the answer?

**A:** No. Let $q$ be the difference of two solutions, with degree $N\ge1$. In $r^2L_lq=0$, the coefficient of $r^{N+1}$ is $-N$ times the leading coefficient of $q$, a contradiction. So $q$ is constant, and evaluating at $r=1$ forces it to vanish unless $l=0$.

```lean
/-- Two polynomials with the same image under the radial operator differ by a constant,
which vanishes unless `l = 0`. -/
theorem radial_unique (l : ℕ) (g k : ℝ[X])
    (h : ∀ r > 0, radialOp l g r = radialOp l k r) :
    ∃ c : ℝ, g = k + C c ∧ (l : ℝ) * (l + 1) * c = 0 := by
  obtain ⟨q, rfl⟩ : ∃ q, g = k + q := ⟨g - k, by ring⟩
  have hq (r : ℝ) (hr : 0 < r) : radialOp l q r = 0 := by
    have s : radialOp l (k + q) r = radialOp l k r + radialOp l q r := by
      simp only [radialOp, derivative_add, eval_add]
      ring
    linarith [h r hr]
  -- clear denominators to obtain an identity of polynomials
  have hp : C (1 / 2) * (X ^ 2 * derivative (derivative q)) + X * derivative q
      - C ((l : ℝ) * (l + 1) / 2) * q - X ^ 2 * derivative q = 0 := by
    apply Polynomial.eq_of_infinite_eval_eq _ _ ((Set.Ioi_infinite (0 : ℝ)).mono ?_)
    intro r hr
    have hr0 : r ≠ 0 := ne_of_gt hr
    have s : r ^ 2 * radialOp l q r = 0 := by rw [hq r hr, mul_zero]
    simp only [Set.mem_ofPred_eq, eval_add, eval_sub, eval_mul, eval_C, eval_pow, eval_X,
      eval_zero]
    rw [← s, radialOp]
    field_simp
  have hd : q.natDegree = 0 := by
    by_contra hN
    obtain ⟨m, hm⟩ := Nat.exists_eq_succ_of_ne_zero hN
    have z : q.coeff (m + 1 + 1) = 0 := coeff_eq_zero_of_natDegree_lt (by omega)
    -- the coefficient just above the leading one
    have w := congrArg (fun p : ℝ[X] => p.coeff (m + 2)) hp
    have e : (X * derivative q).coeff (m + 2) = (derivative q).coeff (m + 1) :=
      coeff_X_mul _ _

    simp only [coeff_add, coeff_sub, coeff_C_mul, coeff_X_pow_mul, e, coeff_derivative,
      z, coeff_zero, zero_mul, mul_zero, add_zero, zero_sub] at w
    have w' : q.coeff (m + 1) * ((m : ℝ) + 1) = 0 := by linarith
    have hm1 : (m : ℝ) + 1 ≠ 0 := by positivity
    have lead : q.leadingCoeff = 0 := by
      rw [leadingCoeff, hm]
      exact (mul_eq_zero.mp w').resolve_right hm1
    exact hN (by rw [leadingCoeff_eq_zero.mp lead, natDegree_zero])
  have hc := eq_C_of_natDegree_eq_zero hd
  refine ⟨q.coeff 0, by rw [← hc], ?_⟩
  have o := hq 1 one_pos
  rw [hc] at o
  simp only [radialOp, derivative_C, derivative_zero, eval_zero, eval_C] at o
  linarith
```

The next two theorems check the explicit solutions by substitution and use uniqueness to show that there are no other polynomial solutions, apart from the constant that can be added to $g_0$.

```lean
/-- The polynomial solutions of the second-order monopole equation are the monopole
polynomial plus an arbitrary constant. -/
theorem monopole_solution (g : ℝ[X]) :
    (∀ r > 0, radialOp 0 g r = 9 / 4 - r * dipole.eval r / 3) ↔
      ∃ c : ℝ, g = monopole + C c := by
  have s (c r : ℝ) (hr : 0 < r) :
      radialOp 0 (monopole + C c) r = 9 / 4 - r * dipole.eval r / 3 := by
    simp [radialOp, monopole, dipole]
    field_simp
    ring
  constructor
  · intro h
    obtain ⟨c, hc, -⟩ := radial_unique 0 g (monopole + C 0)
      fun r hr => (h r hr).trans (s 0 r hr).symm
    exact ⟨c, by simpa using hc⟩
  · rintro ⟨c, rfl⟩ r hr
    exact s c r hr

/-- The quadrupole polynomial is the only polynomial solution of the second-order
quadrupole equation. -/
theorem quadrupole_solution (g : ℝ[X]) :
    (∀ r > 0, radialOp 2 g r = -2 * r * dipole.eval r / 3) ↔ g = quadrupole := by
  have s (r : ℝ) (hr : 0 < r) : radialOp 2 quadrupole r = -2 * r * dipole.eval r / 3 := by
    simp [radialOp, quadrupole, dipole]
    field_simp
    ring
  constructor
  · intro h
    obtain ⟨c, hc, h0⟩ := radial_unique 2 g quadrupole
      fun r hr => (h r hr).trans (s r hr).symm
    have c0 : c = 0 := by
      norm_num at h0
      exact h0
    simpa [c0] using hc
  · rintro rfl r hr
    exact s r hr
```

Restricting to polynomials stands in for the physical demand that the states be regular at the nucleus and normalisable.

**Q:** Then only the numbers remain?

**A:** Yes. First come the dipole equation and $E_2$.

```lean
/-- The dipole polynomial solves the first-order radial equation, and the second-order
Stark energy of hydrogen is `-9/4`. -/
theorem second_order_stark :
    (∀ r > 0, radialOp 1 dipole r = -r) ∧ energy2 = -9 / 4 := by
  constructor
  · intro r hr
    simp [radialOp, dipole]
    field_simp
    ring
  · rw [energy2, stateMean_even _ (fun _ => 0) (fun r => -r * dipole.eval r) (fun _ => 0)
      (fun r x => by simp only [psi1]; ring),
      radialMean_septic _ 0 (-1 / 3) (-1 / 6) 0 0 0 0 (fun r => by
        simp only [dipole, eval_add, eval_mul, eval_C, eval_X, eval_pow]; ring)]
    norm_num
```

Next is the radial expression. The proof substitutes the general solutions, expands each integrand into powers of $r$, and lets `ring` cancel `c`.

```lean
/-- For all polynomial solutions of the monopole and quadrupole equations, the radial
expression for the fourth-order Stark coefficient equals `-3555/64`. -/
theorem fourth_order_radial (g₀ g₂ : ℝ[X])
    (h₀ : ∀ r > 0, radialOp 0 g₀ r = 9 / 4 - r * dipole.eval r / 3)
    (h₂ : ∀ r > 0, radialOp 2 g₂ r = -2 * r * dipole.eval r / 3) :
    -radialMean (fun r => r * dipole.eval r * g₀.eval r) / 3
      - 2 * radialMean (fun r => r * dipole.eval r * g₂.eval r) / 15
      + 9 / 4 * (radialMean (fun r => dipole.eval r ^ 2) / 3
        + radialMean (fun r => g₀.eval r)) = -3555 / 64 := by
  obtain ⟨c, rfl⟩ := (monopole_solution g₀).mp h₀
  obtain rfl := (quadrupole_solution g₂).mp h₂
  rw [radialMean_septic (fun r => r * dipole.eval r * (monopole + C c).eval r)
      0 c (c / 2) (3 / 4) (5 / 8) (1 / 6) (1 / 48) (fun r => by
        simp only [dipole, monopole, eval_add, eval_mul, eval_C, eval_X, eval_pow]; ring),
    radialMean_septic (fun r => r * dipole.eval r * quadrupole.eval r)
      0 0 0 (5 / 8) (35 / 48) (7 / 24) (1 / 24) (fun r => by
        simp only [dipole, quadrupole, eval_add, eval_mul, eval_C, eval_X, eval_pow]; ring),
    radialMean_septic (fun r => dipole.eval r ^ 2) 0 1 1 (1 / 4) 0 0 0 (fun r => by
        simp only [dipole, eval_add, eval_mul, eval_C, eval_X, eval_pow]; ring),
    radialMean_septic (fun r => (monopole + C c).eval r)
      c (3 / 4) (1 / 4) (1 / 24) 0 0 0 (fun r => by
        simp only [monopole, eval_add, eval_mul, eval_C, eval_X, eval_pow]; ring)]
  ring
```

The last theorem starts from `psi1` and `psi2` instead, so the factors $1/3$ and $2/15$ come out of the angular integration.

```lean
/-- The fourth-order Stark energy of ground-state hydrogen is `-3555/64` in atomic units,
for all polynomial solutions of the second-order radial equations. -/
theorem hydrogen_fourth_order_stark (g₀ g₂ : ℝ[X])
    (h₀ : ∀ r > 0, radialOp 0 g₀ r = 9 / 4 - r * dipole.eval r / 3)
    (h₂ : ∀ r > 0, radialOp 2 g₂ r = -2 * r * dipole.eval r / 3) :
    energy4 g₀ g₂ = -3555 / 64 := by
  obtain ⟨c, rfl⟩ := (monopole_solution g₀).mp h₀
  obtain rfl := (quadrupole_solution g₂).mp h₂
  -- average over angles, then insert the radial moments
  have a : stateMean (fun r x => psi1 r x * (r * x) * psi2 (monopole + C c) quadrupole r x)
      = _ := (stateMean_even _ (fun _ => 0)
      (fun r => -r * dipole.eval r * ((monopole + C c).eval r - quadrupole.eval r / 2))
      (fun r => -3 / 2 * r * dipole.eval r * quadrupole.eval r)
      (fun r x => by simp only [psi1, psi2]; ring)).trans
    (radialMean_septic _ 0 (-c / 3) (-c / 6) (-1 / 3) (-11 / 36) (-17 / 180) (-1 / 80)
      (fun r => by
        simp only [dipole, monopole, quadrupole, eval_add, eval_mul, eval_C, eval_X, eval_pow]
        ring))
  have b : stateMean (fun r x => psi1 r x ^ 2) = _ :=
    (stateMean_even _ (fun _ => 0) (fun r => dipole.eval r ^ 2) (fun _ => 0)
      (fun r x => by simp only [psi1]; ring)).trans
    (radialMean_septic _ 0 (1 / 3) (1 / 3) (1 / 12) 0 0 0 (fun r => by
      simp only [dipole, eval_add, eval_mul, eval_C, eval_X, eval_pow]; ring))
  have d : stateMean (psi2 (monopole + C c) quadrupole) = _ :=
    (stateMean_even _ (fun r => (monopole + C c).eval r - quadrupole.eval r / 2)
      (fun r => 3 / 2 * quadrupole.eval r) (fun _ => 0)
      (fun r x => by simp only [psi2]; ring)).trans
    (radialMean_septic _ c (3 / 4) (1 / 4) (1 / 24) 0 0 0 (fun r => by
      simp only [monopole, quadrupole, eval_add, eval_mul, eval_C, eval_X, eval_pow]; ring))
  rw [energy4, second_order_stark.2, a, b, d]
  ring

end

end HydrogenStark
```

```lean
#print axioms HydrogenStark.fourth_order_energy
-- 'HydrogenStark.fourth_order_energy' depends on axioms: [propext, Classical.choice, Quot.sound]
#print axioms HydrogenStark.fourth_order_radial
-- 'HydrogenStark.fourth_order_radial' depends on axioms: [propext, Classical.choice, Quot.sound]
#print axioms HydrogenStark.hydrogen_fourth_order_stark
-- 'HydrogenStark.hydrogen_fourth_order_stark' depends on axioms: [propext, Classical.choice, Quot.sound]
```
